# For a projector P and the indicator matrix D of the impurity sites, P D P and the impurity-site block of P have equal eigenspace dimensions at every nonzero energy

**Q:** Which objects and conventions are we using?

**A:** Take non-interacting electrons on finitely many sites, one orthonormal orbital per site. P projects onto a flat band, whose energy is set to zero. Impurities of strengths v_s sit on a set S of sites, and V is their diagonal potential. To first order in V, the energies x that they give to band states are the eigenvalues of P V P within the band. For unit strengths V is D, the indicator matrix of S.

```lean
import Mathlib

open Matrix

namespace FlatBandImpurities

noncomputable section

variable {m n : Type*} [Fintype m] [DecidableEq m] [Fintype n] [DecidableEq n]
```

The eigenspace at x is called `levelSpace M x`.

```lean
/-- The space of all states `ψ` with `M ψ = x ψ`. -/
def levelSpace (M : Matrix n n ℂ) (x : ℂ) : Submodule ℂ (n → ℂ) :=
  Module.End.eigenspace (Matrix.toLin' M) x
```

In `impurity S v`, strengths listed for sites off S are ignored.

```lean
/-- The on-site potential of impurities with strengths `v` on the sites of `S`. -/
def impurity (S : Finset n) (v : n → ℂ) : Matrix n n ℂ :=
  Matrix.diagonal fun i => if i ∈ S then v i else 0
```

The block P_SS keeps the rows and columns of P on S.

```lean
/-- The principal submatrix of `P` on the sites of `S`. -/
def siteBlock (P : Matrix n n ℂ) (S : Finset n) : Matrix S S ℂ :=
  P.submatrix Subtype.val Subtype.val
```

Membership in a level space is the usual eigenvalue equation.

```lean
/-- A state belongs to the level space exactly when it solves the eigenvalue equation. -/
theorem mem_levelSpace {M : Matrix n n ℂ} {x : ℂ} {ψ : n → ℂ} :
    ψ ∈ levelSpace M x ↔ M *ᵥ ψ = x • ψ := by
  rw [levelSpace, Module.End.mem_eigenspace_iff, Matrix.toLin'_apply]
```

**Q:** P D P acts on all sites and P_SS only on those in S. Why should their nonzero levels agree?

**A:** Both are products of the same two matrices, in opposite orders. Suppose A B ψ = x ψ with x ≠ 0. Then

B A (B ψ) = B (A B ψ) = x B ψ,

so B maps the x-eigenspace of A B into that of B A. If B ψ = B φ, then

x ψ = A B ψ = A B φ = x φ,

and ψ = φ. The map is injective, so the first dimension is at most the second. In Lean, `hB` is the first line, and `smul_right_injective` cancels x.

```lean
/-- For `x ≠ 0`, the level space of `A B` at `x` is no larger than that of `B A`. -/
theorem finrank_levelSpace_mul_le (A : Matrix m n ℂ) (B : Matrix n m ℂ) {x : ℂ}
    (hx : x ≠ 0) :
    Module.finrank ℂ (levelSpace (A * B) x) ≤ Module.finrank ℂ (levelSpace (B * A) x) := by
  -- `B` carries eigenvectors of `A B` to eigenvectors of `B A`
  have hB : ∀ ψ ∈ levelSpace (A * B) x, Matrix.mulVecLin B ψ ∈ levelSpace (B * A) x := by
    intro ψ hψ
    rw [mem_levelSpace] at hψ ⊢
    rw [Matrix.mulVecLin_apply, ← Matrix.mulVec_smul, ← hψ]
    simp only [Matrix.mulVec_mulVec, Matrix.mul_assoc]
  refine LinearMap.finrank_le_finrank_of_injective
    (f := (Matrix.mulVecLin B).restrict hB) ?_
  -- no eigenvector is lost, because `A` brings it back multiplied by `x`
  intro ψ φ h
  have h' : B *ᵥ ψ.1 = B *ᵥ φ.1 := congrArg Subtype.val h
  have e : x • ψ.1 = x • φ.1 := by
    rw [← mem_levelSpace.1 ψ.2, ← mem_levelSpace.1 φ.2, ← Matrix.mulVec_mulVec,
      ← Matrix.mulVec_mulVec, h']
  exact Subtype.ext (smul_right_injective _ hx e)
```

**Q:** And what are A and B here?

**A:** Let C be the columns of P on S, R its rows on S, and W = diag(v_s). Then

(P V P)_ij = Σ_{k∈S} P_ik v_k P_kj = (C W R)_ij.

The Lean proof compares entries in the same way and restricts the sum to S.

```lean
/-- The projected impurity potential factors through the impurity sites. -/
theorem projected_factor (P : Matrix n n ℂ) (S : Finset n) (v : n → ℂ) :
    P * impurity S v * P =
      (P.submatrix id (Subtype.val : S → n) * Matrix.diagonal (fun s : S => v s)) *
        P.submatrix (Subtype.val : S → n) id := by
  ext i j
  rw [Matrix.mul_apply, Matrix.mul_apply]
  simp only [impurity, Matrix.mul_diagonal, Matrix.submatrix_apply, id_eq, mul_ite,
    ite_mul, mul_zero, zero_mul]
  rw [Finset.sum_ite_mem, Finset.univ_inter]
  exact (Finset.sum_coe_sort S (fun k => P i k * v k * P k j)).symm
```

Now set A = C W and B = R. The reversed product is R C W, and P² = P gives

(R C)_st = Σ_k P_sk P_kt = P_st for s, t in S.

So B A = P_SS W. In the proof, `hblock` is the identity R C = P_SS, and `le_antisymm` joins the inequalities for the two orders.

```lean
/-- Let `P` be idempotent and let impurities of strengths `v` sit on `S`. At every `x ≠ 0` the
projected potential `P V P` has the same number of independent states as the small matrix
`P_SS diag(v)` on the impurity sites. -/
theorem finrank_projected_impurity {P : Matrix n n ℂ} (hP : P * P = P) (S : Finset n)
    (v : n → ℂ) {x : ℂ} (hx : x ≠ 0) :
    Module.finrank ℂ (levelSpace (P * impurity S v * P) x) =
      Module.finrank ℂ
        (levelSpace (siteBlock P S * Matrix.diagonal (fun s : S => v s)) x) := by
  -- idempotency closes the sum over all sites in the reversed product
  have hblock : P.submatrix (Subtype.val : S → n) id *
      P.submatrix id (Subtype.val : S → n) = siteBlock P S := by
    ext i j
    have h := congrArg (fun M : Matrix n n ℂ => M i.1 j.1) hP
    simpa [Matrix.mul_apply, siteBlock] using h
  rw [projected_factor, ← hblock, Matrix.mul_assoc (P.submatrix (Subtype.val : S → n) id)]
  exact le_antisymm (finrank_levelSpace_mul_le _ _ hx) (finrank_levelSpace_mul_le _ _ hx)
```

With unit strengths W is the identity, which gives the result in the title.

```lean
/-- For an idempotent `P` and the indicator matrix `D` of `S`, the eigenspaces of `P D P` and
of the principal submatrix of `P` on `S` have equal dimension at every `x ≠ 0`. -/
theorem finrank_projected_indicator {P : Matrix n n ℂ} (hP : P * P = P) (S : Finset n)
    {x : ℂ} (hx : x ≠ 0) :
    Module.finrank ℂ (levelSpace (P * impurity S (fun _ => 1) * P) x) =
      Module.finrank ℂ (levelSpace (siteBlock P S) x) := by
  have e : siteBlock P S * Matrix.diagonal (fun _ : S => (1 : ℂ)) = siteBlock P S := by
    rw [Matrix.diagonal_one, Matrix.mul_one]
  rw [← e]
  exact finrank_projected_impurity hP S (fun _ => 1) hx
```

**Q:** Read that last statement to me as physics.

**A:** For any finite set of sites, any S and any complex x ≠ 0, P D P and P_SS have equally many independent eigenvectors at x. `Module.finrank` is that number. The only condition on P is `P * P = P`; an orthogonal projector is the Hermitian case. To first order, impurities of one common strength v therefore shift band levels by v times the nonzero eigenvalues of the |S| × |S| matrix P_SS.

**Q:** Could those eigenvectors lie outside the band?

**A:** Not at x ≠ 0: ψ = P V P ψ / x gives P ψ = ψ. The step left to physics is replacing the full Hamiltonian by P V P. That is first-order degenerate perturbation theory, for impurities weak compared with the gap to other bands.

**Q:** What does a single impurity do?

**A:** Let p be the column of P at s, and e_s the state on site s alone. Then P p = p, V p = v_s P_ss e_s and P e_s = p, so

P V P p = v_s P_ss p.

The Lean vector is unnormalised. For Hermitian P its squared norm is P_ss, so the normalised state is p/√P_ss when P_ss ≠ 0.

```lean
/-- For an idempotent `P` and one impurity at site `s`, the column of `P` at `s` solves the
projected eigenvalue equation with energy `v s * P s s`. -/
theorem single_impurity {P : Matrix n n ℂ} (hP : P * P = P) (s : n) (v : n → ℂ) :
    (fun i => P i s) ∈ levelSpace (P * impurity {s} v * P) (v s * P s s) := by
  have hcol : P *ᵥ (fun i => P i s) = fun i => P i s := by
    funext i
    have h := congrArg (fun M : Matrix n n ℂ => M i s) hP
    simpa [Matrix.mul_apply, Matrix.mulVec, dotProduct] using h
  rw [mem_levelSpace, ← Matrix.mulVec_mulVec, hcol, ← Matrix.mulVec_mulVec]
  funext i
  rw [Matrix.mulVec, dotProduct]
  simp only [impurity, Matrix.mulVec_diagonal, Finset.mem_singleton, ite_mul, zero_mul,
    mul_ite, mul_zero, Finset.sum_ite_eq', Finset.mem_univ, if_true, Pi.smul_apply,
    smul_eq_mul]
  ring
```

**Q:** Which band states stay at zero?

**A:** For Hermitian P and unit strengths, exactly those that vanish on S. If P ψ = ψ and P D P ψ = 0, then

0 = ψ† P D P ψ = ψ† D ψ = Σ_{i∈S} |ψ_i|²,

so each term is zero. Conversely, vanishing on S gives D ψ = 0.

```lean
/-- For Hermitian `P`, a state with `P ψ = ψ` is annihilated by `P D P` exactly when it
vanishes on every site of `S`. -/
theorem unshifted_iff {P : Matrix n n ℂ} (hH : P.IsHermitian) (S : Finset n) {ψ : n → ℂ}
    (hψ : P *ᵥ ψ = ψ) :
    (P * impurity S (fun _ => 1) * P) *ᵥ ψ = 0 ↔ ∀ i ∈ S, ψ i = 0 := by
  rw [← Matrix.mulVec_mulVec, hψ, ← Matrix.mulVec_mulVec]
  constructor
  · intro h
    have hl : star ψ ᵥ* P = star ψ := by
      have h1 := Matrix.star_mulVec P ψ
      rw [hψ, hH.eq] at h1
      exact h1.symm
    -- the expectation value of the potential is the weight of `ψ` on `S`
    have h0 : star ψ ⬝ᵥ (impurity S (fun _ => 1) *ᵥ ψ) = 0 := by
      rw [← hl, ← Matrix.dotProduct_mulVec, h, dotProduct_zero]
    have hw : ((∑ i ∈ S, Complex.normSq (ψ i) : ℝ) : ℂ) =
        star ψ ⬝ᵥ (impurity S (fun _ => 1) *ᵥ ψ) := by
      simp only [dotProduct, impurity, Matrix.mulVec_diagonal, Pi.star_apply, ite_mul,
        one_mul, zero_mul, mul_ite, mul_zero, Finset.sum_ite_mem, Finset.univ_inter,
        Complex.ofReal_sum, Complex.normSq_eq_conj_mul_self, starRingEnd_apply]
    have hs : ∑ i ∈ S, Complex.normSq (ψ i) = 0 := by
      exact_mod_cast hw.trans h0
    intro i hi
    exact Complex.normSq_eq_zero.1
      ((Finset.sum_eq_zero_iff_of_nonneg fun j _ => Complex.normSq_nonneg (ψ j)).1 hs i hi)
  · intro h
    have hD : impurity S (fun _ => 1) *ᵥ ψ = 0 := by
      funext i
      by_cases hi : i ∈ S
      · simp [impurity, Matrix.mulVec_diagonal, hi, h i hi]
      · simp [impurity, Matrix.mulVec_diagonal, hi]
    rw [hD, Matrix.mulVec_zero]
```

For general strengths there is a count. Reading off a band state's amplitudes on S is a linear map into |S| dimensions. Its kernel has V ψ = 0, so rank–nullity shows that at most |S| dimensions leave the zero level.

```lean
/-- The dimension of the band `P ψ = ψ` exceeds that of its part annihilated by the projected
impurity potential by at most the number of impurity sites. -/
theorem band_le_unshifted_add_card (P : Matrix n n ℂ) (S : Finset n) (v : n → ℂ) :
    Module.finrank ℂ (levelSpace P 1) ≤
      Module.finrank ℂ
        (levelSpace P 1 ⊓ levelSpace (P * impurity S v * P) 0 : Submodule ℂ (n → ℂ)) +
        S.card := by
  -- read off the amplitudes of a band state on the impurity sites
  let g : levelSpace P 1 →ₗ[ℂ] (S → ℂ) :=
    (LinearMap.funLeft ℂ ℂ (Subtype.val : S → n)).comp (levelSpace P 1).subtype
  have hrank := LinearMap.finrank_range_add_finrank_ker g
  have hrange : Module.finrank ℂ (LinearMap.range g) ≤ S.card := by
    have h := Submodule.finrank_le (LinearMap.range g)
    rwa [Module.finrank_fintype_fun_eq_card, Fintype.card_coe] at h
  have hsub : (LinearMap.ker g).map (levelSpace P 1).subtype ≤
      levelSpace P 1 ⊓ levelSpace (P * impurity S v * P) 0 := by
    rintro _ ⟨ψ, hψ, rfl⟩
    refine ⟨ψ.2, mem_levelSpace.2 ?_⟩
    have hb : P *ᵥ ψ.1 = ψ.1 := by simpa using mem_levelSpace.1 ψ.2
    have hD : impurity S v *ᵥ ψ.1 = 0 := by
      funext i
      by_cases hi : i ∈ S
      · have h0 : ψ.1 i = 0 := congrFun (LinearMap.mem_ker.1 hψ) ⟨i, hi⟩
        simp [impurity, Matrix.mulVec_diagonal, h0]
      · simp [impurity, Matrix.mulVec_diagonal, hi]
    rw [Submodule.subtype_apply, ← Matrix.mulVec_mulVec, hb, ← Matrix.mulVec_mulVec, hD,
      Matrix.mulVec_zero, zero_smul]
  have hker := Submodule.finrank_mono hsub
  rw [Submodule.finrank_map_subtype_eq] at hker
  omega
```

**Q:** Does the equality extend to x = 0?

**A:** No. With two sites, P = 1 and one unit impurity, P D P = diag(1, 0) has a one-dimensional zero level, while the block (1) has none.

```lean
/-- At `x = 0` the two dimensions can differ: two sites, `P = 1`, one impurity. -/
theorem zero_level_differs :
    Module.finrank ℂ (levelSpace
        ((1 : Matrix (Fin 2) (Fin 2) ℂ) * impurity {0} (fun _ => 1) * 1) 0) ≠
      Module.finrank ℂ (levelSpace (siteBlock (1 : Matrix (Fin 2) (Fin 2) ℂ) {0}) 0) := by
  have hbot : levelSpace (siteBlock (1 : Matrix (Fin 2) (Fin 2) ℂ) {0}) 0 = ⊥ := by
    rw [siteBlock, Matrix.submatrix_one _ Subtype.val_injective, eq_bot_iff]
    intro ψ hψ
    simpa using mem_levelSpace.1 hψ
  rw [hbot, finrank_bot]
  intro h
  -- the state on the clean site has zero energy
  have hmem : (![0, 1] : Fin 2 → ℂ) ∈ levelSpace
      ((1 : Matrix (Fin 2) (Fin 2) ℂ) * impurity {0} (fun _ => 1) * 1) 0 := by
    rw [mem_levelSpace, Matrix.one_mul, Matrix.mul_one]
    funext i
    fin_cases i <;> simp [impurity, Matrix.mulVec_diagonal]
  rw [Submodule.finrank_eq_zero.1 h, Submodule.mem_bot] at hmem
  simpa using congrFun hmem 1
```

**Q:** Give me a projector that isn't trivial.

**A:** On a three-site ring with equal hopping, the two states orthogonal to the uniform one are degenerate. Their projector has 2/3 on the diagonal and −1/3 elsewhere; Lean confirms that this matrix is Hermitian and idempotent. To first order, one impurity of strength v then shifts one combination of the two states by 2v/3 and leaves the other in place.

```lean
/-- The matrix with `2/3` on the diagonal and `-1/3` elsewhere, on three sites, is Hermitian
and idempotent. -/
theorem projector_witness :
    (!![2/3, -(1/3), -(1/3); -(1/3), 2/3, -(1/3); -(1/3), -(1/3), 2/3] :
      Matrix (Fin 3) (Fin 3) ℂ).IsHermitian ∧
    (!![2/3, -(1/3), -(1/3); -(1/3), 2/3, -(1/3); -(1/3), -(1/3), 2/3] :
      Matrix (Fin 3) (Fin 3) ℂ) *
      !![2/3, -(1/3), -(1/3); -(1/3), 2/3, -(1/3); -(1/3), -(1/3), 2/3] =
      !![2/3, -(1/3), -(1/3); -(1/3), 2/3, -(1/3); -(1/3), -(1/3), 2/3] := by
  constructor
  · ext i j
    fin_cases i <;> fin_cases j <;> simp [Matrix.conjTranspose_apply]
  · ext i j
    fin_cases i <;> fin_cases j <;>
      simp [Matrix.mul_apply, Fin.sum_univ_succ] <;> norm_num

end

end FlatBandImpurities
```

```lean
#print axioms FlatBandImpurities.finrank_projected_indicator
#print axioms FlatBandImpurities.unshifted_iff
#print axioms FlatBandImpurities.band_le_unshifted_add_card
#print axioms FlatBandImpurities.zero_level_differs
```

```
'FlatBandImpurities.finrank_projected_indicator' depends on axioms: [propext, Classical.choice, Quot.sound]
'FlatBandImpurities.unshifted_iff' depends on axioms: [propext, Classical.choice, Quot.sound]
'FlatBandImpurities.band_le_unshifted_add_card' depends on axioms: [propext, Classical.choice, Quot.sound]
'FlatBandImpurities.zero_level_differs' depends on axioms: [propext, Classical.choice, Quot.sound]
```
